# Freezing isolated-site charges in a stable quadratic energy costs half the inverse-stiffness form of their intersite potential

In a disordered alloy, the charge on an atom depends on the atoms around it. A single-site coherent-potential approximation (CPA) embeds each atom in an average medium and so misses this dependence. If the resulting charges are kept fixed when the electrostatic interaction between sites is added, how much too high is the energy?

## Relaxed charges and the frozen-charge error

Let q be the vector of site charges, a the on-site cost coefficient and M the real symmetric intersite matrix. The vector b holds the charges that the sites take when the intersite term is left out, here those of the single-site CPA; they are called the isolated-site charges. The model energy is

E(q) = a|q − b|²/2 + ⟨q, Mq⟩/2.

The coefficient a stands for a site's resistance to gaining or losing charge. Write K = a + M, with a multiplying the identity, and call K the stiffness matrix. If K is positive definite, E has the unique minimizer

q* = aK⁻¹b,

and the frozen charges q = b give an energy above the minimum by

E(b) − E(q*) = ⟨Mb, K⁻¹Mb⟩/2.

Positive definiteness means that every charge redistribution meets a restoring force. The formulas need no separate assumption on the sign of a, but b is the unique minimizer of the on-site term only if a > 0. When M has zero diagonal, positive definiteness of K ensures this, because every diagonal entry of K is then a.

## One linear solve for the alloy energy correction

For an alloy supercell described by this model, with K positive definite, one a for all sites and no separate neutrality constraint, a code can form the frozen potential v = Mb, solve Ku = v, and obtain both q* = b − u and the energy error ⟨v, u⟩/2. This corrects a frozen-charge electrostatic energy within the finite quadratic model, and it gives a reference value for an iterative charge solver.

## Expansion about force balance

For a charge transfer d, expanding both terms of the energy gives

E(q + d) = E(q) + a⟨d, q − b⟩ + a|d|²/2 + (⟨q, Md⟩ + ⟨d, Mq⟩)/2 + ⟨d, Md⟩/2.

Symmetry makes the two cross terms equal, so

E(q + d) = E(q) + ⟨d, a(q − b) + Mq⟩ + ⟨d, Kd⟩/2.

If Kx = 0, then ⟨x, Kx⟩ = 0 and positivity forces x = 0. Hence K is invertible. The linear term vanishes for every d when

a(q − b) + Mq = Kq − ab = 0,

which holds exactly at q = q*. Expanding about q* gives

E(q) = E(q*) + ⟨q − q*, K(q − q*)⟩/2.

The last term is positive unless q = q*, which proves the unique minimum. At q = b,

K(b − q*) = ab + Mb − ab = Mb,

so b − q* = K⁻¹Mb. Substitution gives the stated error.

The error is zero exactly when Mb = 0, because b = q* means that force balance holds at b. Positive definiteness is also necessary for a unique minimizer. If q₀ is a strict global minimizer, adding the expansions for transfers x and −x gives

E(q₀ + x) + E(q₀ − x) − 2E(q₀) = ⟨x, Kx⟩ > 0 for x ≠ 0.

If b ≠ 0 and Mb = mb, then ⟨b, Kb⟩ = (a + m)|b|² > 0, so a + m > 0 and q* = ab/(a + m). Direct substitution gives

E(b) = m|b|²/2,
E(q*) = am|b|²/(2(a + m)),
E(b) − E(q*) = m²|b|²/(2(a + m)).

## Two sites with opposite charges

Take a = 2, M = [[0, 1], [1, 0]] and b = (1, −1). Then K = [[2, 1], [1, 2]], Mb = (−1, 1) and K⁻¹Mb = (−1, 1). The relaxed charges are (2, −2). The energies are E(b) = −1 and E(q*) = 2 − 4 = −2, so the error is 1, in agreement with ⟨Mb, K⁻¹Mb⟩/2 = 2/2.

## Lean source

```lean
import Mathlib

open Matrix

namespace ChargeRelaxation

noncomputable section

variable {n : Type*} [Fintype n] [DecidableEq n] {a : ℝ} {M : Matrix n n ℝ}

/-- Energy of the site charges `q`: an on-site cost `a |q - b|² / 2` for leaving the
isolated-site charges `b`, plus the intersite energy `⟨q, M q⟩ / 2`. -/
def energy (a : ℝ) (M : Matrix n n ℝ) (b q : n → ℝ) : ℝ :=
  a / 2 * ((q - b) ⬝ᵥ (q - b)) + (q ⬝ᵥ M *ᵥ q) / 2

/-- The stiffness matrix `a + M` of the site charges. -/
def stiffness (a : ℝ) (M : Matrix n n ℝ) : Matrix n n ℝ := a • 1 + M

/-- The quadratic form of the stiffness matrix `a + M` is positive on nonzero charges. -/
def Stable (a : ℝ) (M : Matrix n n ℝ) : Prop :=
  ∀ x : n → ℝ, x ≠ 0 → 0 < x ⬝ᵥ stiffness a M *ᵥ x

/-- The charges `a (a + M)⁻¹ b`, for an invertible stiffness matrix `a + M`. They minimise the
energy when `M` is symmetric and `a + M` is positive definite. -/
def relaxed (a : ℝ) (M : Matrix n n ℝ) (b : n → ℝ) : n → ℝ :=
  a • ((stiffness a M)⁻¹ *ᵥ b)

/-- The stiffness matrix acts on charges as `a x + M x`. -/
theorem stiffness_mulVec (a : ℝ) (M : Matrix n n ℝ) (x : n → ℝ) :
    stiffness a M *ᵥ x = a • x + M *ᵥ x := by
  rw [stiffness, Matrix.add_mulVec, Matrix.smul_mulVec, Matrix.one_mulVec]

/-- A positive definite stiffness matrix is invertible. -/
theorem Stable.isUnit_det (hK : Stable a M) : IsUnit (stiffness a M).det := by
  rw [isUnit_iff_ne_zero]
  intro h
  obtain ⟨v, hv, h0⟩ := Matrix.exists_mulVec_eq_zero_iff.mpr h
  have hp := hK v hv
  rw [h0, dotProduct_zero] at hp
  exact lt_irrefl _ hp

/-- For a positive definite stiffness matrix `a + M`, the equation `a (q - b) + M q = 0` holds
exactly at `q = a (a + M)⁻¹ b`. For symmetric `M` this equation is the force balance. -/
theorem force_balance_iff (hK : Stable a M) (b q : n → ℝ) :
    a • (q - b) + M *ᵥ q = 0 ↔ q = relaxed a M b := by
  have hu := hK.isUnit_det
  constructor
  · intro h
    have hk : stiffness a M *ᵥ q = a • b := by
      rw [stiffness_mulVec]
      linear_combination (norm := module) h
    calc q = (stiffness a M)⁻¹ *ᵥ (stiffness a M *ᵥ q) := by
          rw [Matrix.mulVec_mulVec, Matrix.nonsing_inv_mul _ hu, Matrix.one_mulVec]
      _ = relaxed a M b := by rw [hk, Matrix.mulVec_smul, relaxed]
  · rintro rfl
    have hk : stiffness a M *ᵥ relaxed a M b = a • b := by
      rw [relaxed, Matrix.mulVec_smul, Matrix.mulVec_mulVec,
        Matrix.mul_nonsing_inv _ hu, Matrix.one_mulVec]
    rw [stiffness_mulVec] at hk
    linear_combination (norm := module) hk

/-- For symmetric `M`, a charge transfer `d` changes the energy by a term linear in `d`, with
gradient `a (q - b) + M q`, and the quadratic term `⟨d, (a + M) d⟩ / 2`. -/
theorem energy_add (hM : M.IsSymm) (b q d : n → ℝ) :
    energy a M b (q + d) = energy a M b q + d ⬝ᵥ (a • (q - b) + M *ᵥ q)
      + (d ⬝ᵥ stiffness a M *ᵥ d) / 2 := by
  -- symmetry merges the two cross terms
  have hs : q ⬝ᵥ M *ᵥ d = d ⬝ᵥ M *ᵥ q := by
    calc q ⬝ᵥ M *ᵥ d = (q ᵥ* M) ⬝ᵥ d := Matrix.dotProduct_mulVec q M d
      _ = (M *ᵥ q) ⬝ᵥ d := by rw [← Matrix.mulVec_transpose, hM.eq]
      _ = d ⬝ᵥ M *ᵥ q := dotProduct_comm _ _
  have h1 : q + d - b = (q - b) + d := by abel
  unfold energy
  rw [h1, stiffness_mulVec]
  simp only [Matrix.mulVec_add, dotProduct_add, add_dotProduct, dotProduct_smul, smul_eq_mul]
  linear_combination (a / 2) * dotProduct_comm (q - b) d + (1 / 2) * hs

/-- For symmetric `M` and positive definite `a + M`, the charges `a (a + M)⁻¹ b` are the unique
minimizer of the energy, and frozen charges `q = b` overestimate the minimum by exactly
`⟨M b, (a + M)⁻¹ M b⟩ / 2`. -/
theorem relaxed_unique_min_and_frozen_error (hM : M.IsSymm) (hK : Stable a M) (b : n → ℝ) :
    (∀ q, q ≠ relaxed a M b → energy a M b (relaxed a M b) < energy a M b q) ∧
    energy a M b b - energy a M b (relaxed a M b)
      = ((M *ᵥ b) ⬝ᵥ (stiffness a M)⁻¹ *ᵥ (M *ᵥ b)) / 2 := by
  have h0 := (force_balance_iff hK b (relaxed a M b)).2 rfl
  -- the linear term vanishes at the relaxed charges
  have hsq : ∀ q, energy a M b q = energy a M b (relaxed a M b)
      + ((q - relaxed a M b) ⬝ᵥ stiffness a M *ᵥ (q - relaxed a M b)) / 2 := by
    intro q
    have h := energy_add (a := a) hM b (relaxed a M b) (q - relaxed a M b)
    rw [h0, dotProduct_zero, add_zero, add_sub_cancel] at h
    exact h
  constructor
  · intro q hq
    have hp := hK (q - relaxed a M b) (sub_ne_zero.mpr hq)
    linarith [hsq q]
  · -- the charge transfer on relaxation is fixed by the frozen potential `M b`
    have hd : stiffness a M *ᵥ (b - relaxed a M b) = M *ᵥ b := by
      rw [stiffness_mulVec, Matrix.mulVec_sub]
      linear_combination (norm := module) (-1 : ℝ) • h0
    have hd' : b - relaxed a M b = (stiffness a M)⁻¹ *ᵥ (M *ᵥ b) := by
      rw [← hd, Matrix.mulVec_mulVec, Matrix.nonsing_inv_mul _ hK.isUnit_det,
        Matrix.one_mulVec]
    have h := hsq b
    rw [hd, hd', dotProduct_comm] at h
    linarith

/-- For symmetric `M` and positive definite `a + M`, frozen charges give the exact minimum
energy if and only if the intersite potential `M b` vanishes on every site. -/
theorem frozen_exact_iff (hM : M.IsSymm) (hK : Stable a M) (b : n → ℝ) :
    energy a M b b = energy a M b (relaxed a M b) ↔ M *ᵥ b = 0 := by
  constructor
  · intro h
    have hb : b = relaxed a M b := by
      by_contra hne
      exact absurd h (ne_of_gt ((relaxed_unique_min_and_frozen_error hM hK b).1 b hne))
    simpa using (force_balance_iff hK b b).2 hb
  · intro h
    exact congrArg (energy a M b) ((force_balance_iff hK b b).1 (by simp [h]))

/-- Conversely, for symmetric `M`, if some charges `q₀` have strictly lower energy than all
others, then `a + M` is positive definite. -/
theorem stable_of_strict_min (hM : M.IsSymm) (b q₀ : n → ℝ)
    (h : ∀ q, q ≠ q₀ → energy a M b q₀ < energy a M b q) : Stable a M := by
  intro x hx
  -- compare opposite charge transfers, whose linear terms cancel
  have h1 := h (q₀ + x) (by simpa using hx)
  have h2 := h (q₀ + -x) (by simpa using hx)
  rw [energy_add hM] at h1 h2
  simp only [neg_dotProduct, Matrix.mulVec_neg, dotProduct_neg, neg_neg] at h2
  linarith

/-- Let `a + M` be positive definite and `b` a nonzero eigenvector of `M` with eigenvalue `m`. Then
`a + m > 0`, the charges `a (a + M)⁻¹ b` equal `(a / (a + m)) b`, and the energy of `b` minus the
energy of these charges is `m² |b|² / (2 (a + m))`. -/
theorem eigenmode_relaxation (hK : Stable a M) {b : n → ℝ} (hb : b ≠ 0) {m : ℝ}
    (hm : M *ᵥ b = m • b) :
    0 < a + m ∧ relaxed a M b = (a / (a + m)) • b ∧
    energy a M b b - energy a M b (relaxed a M b) = m ^ 2 / (2 * (a + m)) * (b ⬝ᵥ b) := by
  have hpos : 0 < a + m := by
    have h := hK b hb
    rw [stiffness_mulVec, hm, ← add_smul, dotProduct_smul, smul_eq_mul] at h
    have hbb : 0 ≤ b ⬝ᵥ b := Finset.sum_nonneg fun i _ => mul_self_nonneg (b i)
    by_contra hn
    exact absurd h (not_lt_of_ge (mul_nonpos_of_nonpos_of_nonneg (not_lt.mp hn) hbb))
  have hne : a + m ≠ 0 := hpos.ne'
  have hr : relaxed a M b = (a / (a + m)) • b := by
    symm
    apply (force_balance_iff hK b _).1
    have hc : a / (a + m) * (a + m) = a := div_mul_cancel₀ _ hne
    rw [Matrix.mulVec_smul, hm]
    generalize a / (a + m) = c at hc ⊢
    calc a • (c • b - b) + c • m • b = (c * (a + m) - a) • b := by module
      _ = 0 := by rw [hc, sub_self, zero_smul]
  refine ⟨hpos, hr, ?_⟩
  rw [hr]
  have h1 : (a / (a + m)) • b - b = (a / (a + m) - 1) • b := by module
  simp only [energy, h1, sub_self, Matrix.mulVec_smul, hm, dotProduct_smul, smul_dotProduct,
    dotProduct_zero, smul_eq_mul]
  field_simp
  ring

/-- Two sites with unit intersite coupling and `a = 2` have symmetric `M` and positive definite
`a + M`, and the isolated-site charges `(1, -1)` relax to `(2, -2)`. -/
theorem two_site_witness :
    (!![0, 1; 1, 0] : Matrix (Fin 2) (Fin 2) ℝ).IsSymm ∧
    Stable 2 (!![0, 1; 1, 0] : Matrix (Fin 2) (Fin 2) ℝ) ∧
    relaxed 2 (!![0, 1; 1, 0] : Matrix (Fin 2) (Fin 2) ℝ) ![1, -1] = ![2, -2] := by
  have hK : Stable 2 (!![0, 1; 1, 0] : Matrix (Fin 2) (Fin 2) ℝ) := by
    intro x hx
    have e : x ⬝ᵥ stiffness 2 (!![0, 1; 1, 0] : Matrix (Fin 2) (Fin 2) ℝ) *ᵥ x
        = x 0 ^ 2 + x 1 ^ 2 + (x 0 + x 1) ^ 2 := by
      rw [stiffness_mulVec]
      simp [dotProduct, Fin.sum_univ_two]
      ring
    rw [e]
    by_contra hn
    have h0 : x 0 ^ 2 = 0 := by
      linarith [sq_nonneg (x 0), sq_nonneg (x 1), sq_nonneg (x 0 + x 1)]
    have h1 : x 1 ^ 2 = 0 := by
      linarith [sq_nonneg (x 0), sq_nonneg (x 1), sq_nonneg (x 0 + x 1)]
    apply hx
    funext i
    fin_cases i
    · exact pow_eq_zero_iff two_ne_zero |>.mp h0
    · exact pow_eq_zero_iff two_ne_zero |>.mp h1
  refine ⟨Matrix.IsSymm.ext fun i j => by fin_cases i <;> fin_cases j <;> rfl, hK, ?_⟩
  have hb : (![1, -1] : Fin 2 → ℝ) ≠ 0 := by
    intro h
    simpa using congrFun h 0
  have hm : (!![0, 1; 1, 0] : Matrix (Fin 2) (Fin 2) ℝ) *ᵥ ![1, -1]
      = (-1 : ℝ) • ![1, -1] := by
    ext i
    fin_cases i <;> simp [Matrix.mulVec, dotProduct, Fin.sum_univ_two]
  rw [(eigenmode_relaxation hK hb hm).2.1]
  ext i
  fin_cases i <;> norm_num

end

end ChargeRelaxation
```

```lean
#print axioms ChargeRelaxation.frozen_exact_iff
#print axioms ChargeRelaxation.stable_of_strict_min
```

```
'ChargeRelaxation.frozen_exact_iff' depends on axioms: [propext, Classical.choice, Quot.sound]
'ChargeRelaxation.stable_of_strict_min' depends on axioms: [propext, Classical.choice, Quot.sound]
```

## Lean definitions and proof steps

The finite type `n` labels the sites, and charges are functions `n → ℝ`. The operations `⬝ᵥ` and `*ᵥ` are the dot product and the matrix–vector product. `energy`, `stiffness` and `relaxed` are E, K and q*. `Stable` says that the quadratic form of K is positive on nonzero vectors; symmetry is the separate hypothesis `M.IsSymm`. M may have nonzero diagonal entries.

The main theorem, `relaxed_unique_min_and_frozen_error`, states that every q other than q* has strictly higher energy, and gives the error formula. Its ingredients are `Stable.isUnit_det` for invertibility, `force_balance_iff` for the stationary point and `energy_add` for the expansion. In `energy_add`, `hs` equates the cross terms and `linear_combination` collects the rest. In the main proof, `hsq` is the expansion about q*, while `hd` and `hd'` find b − q*; `linarith` finishes both parts.

`frozen_exact_iff` combines strict minimality with force balance. `stable_of_strict_min` compares opposite transfers. `eigenmode_relaxation` substitutes the rescaled charges directly and needs no symmetry; with symmetric M, the energy difference that it gives is the frozen-charge error. `two_site_witness` checks the hypotheses and relaxed charges of the example above.

## Where the energy formula stops applying

Invertibility of K is too weak a replacement for positive definiteness. On one site with a = 1, M = −2 and b = 1, K = −1 and E(q) = (q − 1)²/2 − q² is unbounded below; the formula's q* = −1 is a maximum.

Positivity of the quadratic form without symmetry is also insufficient. Take a = 2, M = [[0, 1], [0, 0]] and b = (1, 0). Then aK⁻¹b = (1, 0) has energy 0, but (1, −1/4) has energy −1/16.

The step from model to material is the assumption that the alloy's energy has this quadratic form, with a, b and M independent of q. The model uses one a for all sites, whereas different species may respond differently. It also imposes no total-charge constraint, so a code that enforces neutrality separately minimises over a smaller set and may find a higher minimum. The theorems concern real numbers; rounding and solver convergence need their own error estimates.
